# Occupied neighbour pairs under particle–hole exchange on a finite graph

The sites of a lattice gas are the vertices of a finite simple graph, each either empty or singly occupied, and `bonds G S` counts the edges whose two ends both lie in the set `S` of occupied sites. The theorem `bonds_compl` says that the number of such pairs after particles and holes are exchanged, plus the sum of the degrees of the sites in `S`, equals the total number of edges plus the number of occupied pairs before the exchange. It is a counting identity, with no energy or temperature in it. The proof rewrites the sum of degrees as a sum over edges of the number of occupied ends, and then checks the identity edge by edge, going through the four ways in which the two ends can be occupied or empty.

The failing Lean file:

```lean
import Mathlib

open Finset

namespace AdsorptionParticleHole

noncomputable section

variable {V : Type*} [Fintype V] [DecidableEq V] (G : SimpleGraph V) [DecidableRel G.Adj]

/-- The number of neighbour pairs with both sites occupied in the configuration `S`. -/
def bonds (S : Finset V) : ℕ := (G.edgeFinset.filter (fun e => ∀ v ∈ e, v ∈ S)).card

/-- Exchanging particles and holes changes the number of occupied neighbour pairs by the total
number of pairs minus the summed coordination numbers of the occupied sites. -/
theorem bonds_compl (S : Finset V) :
    bonds G Sᶜ + ∑ v ∈ S, G.degree v = G.edgeFinset.card + bonds G S := by
  -- write the summed degrees as a sum over edges of the number of occupied ends
  have hdeg : ∑ v ∈ S, G.degree v
      = ∑ e ∈ G.edgeFinset, ∑ v ∈ S, (if v ∈ e then 1 else 0) := by
    rw [Finset.sum_comm]
    refine Finset.sum_congr rfl fun v _ => ?_
    rw [← G.card_incidenceFinset_eq_degree v, G.incidenceFinset_eq_filter v,
      Finset.card_filter]
  rw [hdeg, bonds, bonds, Finset.card_filter, Finset.card_filter, Finset.card_eq_sum_ones,
    ← Finset.sum_add_distrib, ← Finset.sum_add_distrib]
  refine Finset.sum_congr rfl fun e he => ?_
  induction e using Sym2.ind with
  | _ a b =>
    have hab : a ≠ b := by
      rw [SimpleGraph.mem_edgeFinset, SimpleGraph.mem_edgeSet] at he
      exact he.ne
    have hends : ∑ v ∈ S, (if v ∈ s(a, b) then 1 else 0)
        = (if a ∈ S then 1 else 0) + (if b ∈ S then 1 else 0) := by
      have hv : ∀ v ∈ S, (if v ∈ s(a, b) then 1 else 0)
          = (if v = a then 1 else 0) + (if v = b then 1 else 0) := by
        intro v _
        by_cases h1 : v = a
        · subst h1
          simp [hab]
        · by_cases h2 : v = b <;> simp [h1, h2]
      rw [Finset.sum_congr rfl hv, Finset.sum_add_distrib, Finset.sum_ite_eq',
        Finset.sum_ite_eq']
    rw [hends]
    -- the four occupation states of a single edge
    by_cases ha : a ∈ S <;> by_cases hb : b ∈ S <;> simp [ha, hb]

end

end AdsorptionParticleHole
```

The compiler's answer:

```
Main.lean:41:8: error: unsolved goals
case pos
V : Type u_1
inst✝² : Fintype V
inst✝¹ : DecidableEq V
G : SimpleGraph V
inst✝ : DecidableRel G.Adj
S : Finset V
hdeg : ∑ v ∈ S, G.degree v = ∑ e ∈ G.edgeFinset, ∑ v ∈ S, if v ∈ e then 1 else 0
a b : V
he : s(a, b) ∈ G.edgeFinset
hab : a ≠ b
v : V
a✝ : v ∈ S
h1 : ¬v = a
h2 : v = b
⊢ ¬b = a
```

The error lies in the step `hv`, which says that a site `v` is an end of the edge `s(a, b)` once if it is `a` or `b`, and otherwise not at all. In the case where `v` is not `a` but is `b`, `simp` is left with the goal `¬b = a`.

The two hypotheses given to `simp` get in each other's way. It uses `h2 : v = b` to replace `v` by `b`, so the test `v = a` in the goal becomes `b = a`. The hypothesis `h1 : ¬v = a` could have settled the test in its old form, but it still speaks of `v` and no longer matches.

The missing fact is already in the context as `hab : a ≠ b`, but this call to `simp` was not given it. The repair adds `hab.symm`, which is `b ≠ a`, the same fact turned round to match the goal that was left, and with it `simp` closes the case.

This version goes through:

```diff
@@ -39,5 +39,5 @@
         · subst h1
           simp [hab]
-        · by_cases h2 : v = b <;> simp [h1, h2]
+        · by_cases h2 : v = b <;> simp [h1, h2, hab.symm]
       rw [Finset.sum_congr rfl hv, Finset.sum_add_distrib, Finset.sum_ite_eq',
         Finset.sum_ite_eq']
```
